# Stochastic reconfiguration as a least-squares fit to a first-order imaginary-time step

Each iteration of a variational Monte Carlo optimisation by stochastic reconfiguration includes a linear solve: covariances estimated from sampled configurations go in, and a change of the variational parameters comes out. For a real, normalised wave function without zeros on finitely many configurations, with exact averages in place of sampled ones and no regularisation of the covariance matrix, the solutions of that linear system are exactly the parameter changes whose first-order effect on the wave function, apart from a multiple of the wave function itself, is closest to a first-order step in imaginary time.

## Wave function, averages and residual

Configurations \(x\) form a finite type `n`, and parameters are labelled by a finite type `κ`. The Hamiltonian \(H\) is a real matrix and the wave function \(\psi\) a real function on `n`.

In Lean 4 with Mathlib:

```lean
import Mathlib

open Matrix

namespace StochasticReconfiguration

noncomputable section

variable {n κ : Type*} [Fintype n] [Fintype κ]
```

For normalised \(\psi\), averages carry the weight \(\psi^2\): \(\langle f\rangle=\sum_x\psi(x)^2f(x)\), and \(\mathrm{Cov}(f,g)=\langle fg\rangle-\langle f\rangle\langle g\rangle\).

```lean
/-- The average of `f` over configurations with weight `ψ²`, for a unit `ψ`. -/
def mean (ψ f : n → ℝ) : ℝ := ∑ x, ψ x ^ 2 * f x

/-- The covariance of `f` and `g` with weight `ψ²`, for a unit `ψ`. -/
def cov (ψ f g : n → ℝ) : ℝ :=
  mean ψ (fun x => f x * g x) - mean ψ f * mean ψ g
```

The energy is \(E=(\psi\cdot H\psi)/(\psi\cdot\psi)\), and the local energy is \(E_L(x)=(H\psi)(x)/\psi(x)\).

```lean
/-- The energy of a nonzero wave function, as a Rayleigh quotient. -/
def energy (H : Matrix n n ℝ) (ψ : n → ℝ) : ℝ := (ψ ⬝ᵥ H *ᵥ ψ) / (ψ ⬝ᵥ ψ)

/-- The local energy `(Hψ)(x) / ψ(x)`, for configurations with `ψ(x) ≠ 0`. -/
def localEnergy (H : Matrix n n ℝ) (ψ : n → ℝ) (x : n) : ℝ := (H *ᵥ ψ) x / ψ x
```

For a function \(f\), write \(c_f(x)=(f(x)-\langle f\rangle)\psi(x)\). Each parameter has a function \(O_k\), in practice the derivative of \(\ln|\psi|\) with respect to that parameter; the code allows any real functions. Write \(c_k\) for \(c_{O_k}\), and set \(S_{ij}=\mathrm{Cov}(O_i,O_j)\) and \(F_k=\mathrm{Cov}(E_L,O_k)\).

```lean
/-- The vector `(f - ⟨f⟩) ψ`. -/
def centered (ψ f : n → ℝ) (x : n) : ℝ := (f x - mean ψ f) * ψ x

/-- The covariance matrix `S` of the functions `O_k`, for a unit `ψ`. -/
def overlap (ψ : n → ℝ) (O : κ → n → ℝ) : Matrix κ κ ℝ :=
  Matrix.of fun i j => cov ψ (O i) (O j)

/-- The vector `F_k`, the covariance of the local energy with `O_k`, for a unit, nowhere-zero `ψ`.
-/
def force (H : Matrix n n ℝ) (ψ : n → ℝ) (O : κ → n → ℝ) (k : κ) : ℝ :=
  cov ψ (localEnergy H ψ) (O k)
```

To first order, a parameter change \(d\) alters \(\psi\) by \(\sum_k d_kc_k\), apart from a multiple of \(\psi\) itself. An imaginary-time step of length \(t\), followed by normalisation, alters it to first order by \(-t(H-E)\psi\). The difference of the two is the residual
\[
r_d(x)=\sum_k d_kc_k(x)+t\big((H\psi)(x)-E\psi(x)\big),
\]
and the mismatch is its Euclidean norm \(\|r_d\|\).

```lean
/-- The vector `∑ d_k (O_k - ⟨O_k⟩) ψ + t (H - E) ψ`, for nonzero `ψ`. -/
def residual (H : Matrix n n ℝ) (ψ : n → ℝ) (O : κ → n → ℝ) (t : ℝ) (d : κ → ℝ)
    (x : n) : ℝ :=
  ∑ k, d k * centered ψ (O k) x + t * ((H *ᵥ ψ) x - energy H ψ * ψ x)

/-- The Euclidean norm of the residual, for nonzero `ψ`. -/
def mismatch (H : Matrix n n ℝ) (ψ : n → ℝ) (O : κ → n → ℝ) (t : ℝ) (d : κ → ℝ) : ℝ :=
  Real.sqrt (∑ x, residual H ψ O t d x ^ 2)
```

Two hypotheses recur below: `h1` says \(\psi\cdot\psi=1\), and `h0` says that \(\psi\) vanishes nowhere, so that the local energy is defined at every configuration.

## (a) Mean local energy

**Task.** For normalised \(\psi\) without zeros, show that
\[
\langle E_L\rangle=E.
\]

**Solution.** Since \(E_L(x)\psi(x)=(H\psi)(x)\),
\[
\sum_x\psi(x)^2E_L(x)=\sum_x\psi(x)(H\psi)(x)=\psi\cdot H\psi,
\]
which is \(E\) because \(\psi\cdot\psi=1\). In the code, `hx` is the cancellation of \(\psi(x)\), applied term by term.

```lean
variable (H : Matrix n n ℝ) {ψ : n → ℝ} (O : κ → n → ℝ)

/-- For a unit, nowhere-zero wave function the mean local energy is the energy. -/
theorem mean_localEnergy (h0 : ∀ x, ψ x ≠ 0) (h1 : ψ ⬝ᵥ ψ = 1) :
    mean ψ (localEnergy H ψ) = energy H ψ := by
  rw [energy, h1, div_one]
  simp only [mean, dotProduct]
  refine Finset.sum_congr rfl fun x _ => ?_
  have hx : localEnergy H ψ x * ψ x = (H *ᵥ ψ) x := div_mul_cancel₀ _ (h0 x)
  linear_combination ψ x * hx
```

## (b) Covariance as an inner product

**Task.** For normalised \(\psi\), show that
\[
\mathrm{Cov}(f,g)=\sum_x c_f(x)c_g(x).
\]

**Solution.** Expanding the product and summing gives
\[
\sum_x c_fc_g=\langle fg\rangle-\langle f\rangle\langle g\rangle-\langle g\rangle\langle f\rangle+\langle f\rangle\langle g\rangle\sum_x\psi(x)^2 .
\]
The last sum is 1, so the last two terms cancel. The expansion is `e`, its sum is `h`, and the normalisation is `hs`.

```lean
/-- For a unit wave function, a covariance is the inner product of the vectors
`(f - ⟨f⟩) ψ` and `(g - ⟨g⟩) ψ`. -/
theorem cov_eq_inner (h1 : ψ ⬝ᵥ ψ = 1) (f g : n → ℝ) :
    cov ψ f g = ∑ x, centered ψ f x * centered ψ g x := by
  have hs : ∑ x, ψ x ^ 2 = 1 := by
    rw [← h1]
    simp only [dotProduct, pow_two]
  have e : ∀ x, centered ψ f x * centered ψ g x = ψ x ^ 2 * (f x * g x)
      - mean ψ f * (ψ x ^ 2 * g x) - mean ψ g * (ψ x ^ 2 * f x)
      + mean ψ f * mean ψ g * ψ x ^ 2 := fun x => by
    simp only [centered]
    ring
  have h : ∑ x, centered ψ f x * centered ψ g x = mean ψ (fun x => f x * g x)
      - mean ψ f * mean ψ g - mean ψ g * mean ψ f
      + mean ψ f * mean ψ g * ∑ x, ψ x ^ 2 := by
    simp only [e, Finset.sum_add_distrib, Finset.sum_sub_distrib, ← Finset.mul_sum]
    rfl
  rw [h, hs, cov]
  ring
```

## (c) The covariance matrix acting on a parameter change

**Task.** For normalised \(\psi\), show that
\[
(Sd)_i=\sum_x c_i(x)\sum_k d_kc_k(x).
\]

**Solution.** By (b), \((Sd)_i=\sum_k\big(\sum_x c_i(x)c_k(x)\big)d_k\). Exchanging the two finite sums, which is `Finset.sum_comm`, gives the claim.

```lean
/-- For a unit wave function, `S d` lists the inner products of the vectors
`(O_i - ⟨O_i⟩) ψ` with `∑ d_k (O_k - ⟨O_k⟩) ψ`. -/
theorem overlap_mulVec (h1 : ψ ⬝ᵥ ψ = 1) (d : κ → ℝ) (i : κ) :
    (overlap ψ O *ᵥ d) i =
      ∑ x, centered ψ (O i) x * ∑ k, d k * centered ψ (O k) x := by
  simp only [Matrix.mulVec, dotProduct, overlap, Matrix.of_apply, cov_eq_inner h1,
    Finset.sum_mul, Finset.mul_sum]
  rw [Finset.sum_comm]
  exact Finset.sum_congr rfl fun x _ => Finset.sum_congr rfl fun k _ => by ring
```

## (d) Overlap of the residual with a tangent vector

**Task.** For normalised \(\psi\) without zeros, show that
\[
\sum_x c_i(x)r_d(x)=(Sd+tF)_i.
\]

**Solution.** The first part of \(r_d\) contributes \((Sd)_i\), by (c). For the second part, (a) gives
\[
c_{E_L}(x)=(E_L(x)-E)\psi(x)=(H\psi)(x)-E\psi(x),
\]
so by (b) it contributes \(t\sum_x c_ic_{E_L}=t\,\mathrm{Cov}(E_L,O_i)=tF_i\). The displayed identity is `hc`.

```lean
/-- For a unit, nowhere-zero wave function, the inner product of the residual with
`(O_i - ⟨O_i⟩) ψ` is `(S d + t F)_i`. -/
theorem inner_residual (h0 : ∀ x, ψ x ≠ 0) (h1 : ψ ⬝ᵥ ψ = 1) (t : ℝ) (d : κ → ℝ)
    (i : κ) : ∑ x, centered ψ (O i) x * residual H ψ O t d x =
      (overlap ψ O *ᵥ d + t • force H ψ O) i := by
  rw [Pi.add_apply, Pi.smul_apply, smul_eq_mul, overlap_mulVec O h1, force,
    cov_eq_inner h1, Finset.mul_sum, ← Finset.sum_add_distrib]
  refine Finset.sum_congr rfl fun x _ => ?_
  have hx : localEnergy H ψ x * ψ x = (H *ᵥ ψ) x := div_mul_cancel₀ _ (h0 x)
  -- (H - E) ψ is the centred local energy times ψ
  have hc : centered ψ (localEnergy H ψ) x = (H *ᵥ ψ) x - energy H ψ * ψ x := by
    rw [centered, mean_localEnergy H h0 h1, sub_mul, hx]
  rw [hc, residual]
  ring
```

## (e) The squared residual along a line

**Task.** For normalised \(\psi\) without zeros, parameter vectors \(d,e\) and real \(s\), show that
\[
\|r_{d+se}\|^2=\|r_d\|^2+2s\,e\cdot(Sd+tF)+s^2\Big\|\sum_k e_kc_k\Big\|^2 .
\]

**Solution.** Let \(u=\sum_k e_kc_k\). The residual is affine in the parameters, so \(r_{d+se}=r_d+su\) (`hl`), and
\[
\|r_d+su\|^2=\|r_d\|^2+2s\,u\cdot r_d+s^2\|u\|^2 .
\]
By (d), \(u\cdot r_d=\sum_i e_i(Sd+tF)_i\), which is `hg`.

```lean
/-- For a unit, nowhere-zero wave function, the squared residual along the line
`d + s e` is a quadratic in `s` with linear coefficient `2 e · (S d + t F)`. -/
theorem residual_sq_line (h0 : ∀ x, ψ x ≠ 0) (h1 : ψ ⬝ᵥ ψ = 1) (t s : ℝ)
    (d e : κ → ℝ) : ∑ x, residual H ψ O t (d + s • e) x ^ 2 =
      ∑ x, residual H ψ O t d x ^ 2
      + 2 * s * (e ⬝ᵥ (overlap ψ O *ᵥ d + t • force H ψ O))
      + s ^ 2 * ∑ x, (∑ k, e k * centered ψ (O k) x) ^ 2 := by
  have hl : ∀ x, residual H ψ O t (d + s • e) x =
      residual H ψ O t d x + s * ∑ k, e k * centered ψ (O k) x := fun x => by
    simp only [residual, Pi.add_apply, Pi.smul_apply, smul_eq_mul, add_mul,
      Finset.sum_add_distrib, Finset.mul_sum, mul_assoc]
    ring
  have hg : e ⬝ᵥ (overlap ψ O *ᵥ d + t • force H ψ O) =
      ∑ x, (∑ k, e k * centered ψ (O k) x) * residual H ψ O t d x := by
    simp only [dotProduct, ← inner_residual H O h0 h1, Finset.mul_sum, Finset.sum_mul]
    rw [Finset.sum_comm]
    exact Finset.sum_congr rfl fun x _ => Finset.sum_congr rfl fun k _ => by ring
  rw [hg, Finset.mul_sum, Finset.mul_sum, ← Finset.sum_add_distrib,
    ← Finset.sum_add_distrib]
  refine Finset.sum_congr rfl fun x _ => ?_
  rw [hl]
  ring
```

## (f) The minimisers of the mismatch

**Task.** For normalised \(\psi\) without zeros and any real \(t\), show that
\[
\|r_d\|\le\|r_{d'}\|\ \text{ for all } d'
\quad\Longleftrightarrow\quad
Sd=-tF .
\]

**Solution.** The square root is monotone, so squared norms may be compared (`key`).

Suppose \(d\) is a minimiser. Put \(g=Sd+tF\) and take \(e=g\) in (e). With \(Q=\|\sum_k g_kc_k\|^2\),
\[
0\le Qs^2+2(g\cdot g)s\qquad\text{for all real }s .
\]
A polynomial of degree at most two that is never negative has discriminant at most zero. Here the discriminant is \(4(g\cdot g)^2\), so \(g\cdot g=0\) and \(g=0\). The code uses `discrim_le_zero`, which also covers \(Q=0\).

Conversely, let \(Sd=-tF\). Take \(e=d'-d\) and \(s=1\) in (e). The linear term vanishes, and
\[
\|r_{d'}\|^2=\|r_d\|^2+\Big\|\sum_k(d'_k-d_k)c_k\Big\|^2\ge\|r_d\|^2 .
\]

No inverse of \(S\) appears, so linearly dependent \(c_k\) are allowed, and several \(d\) may then minimise. Symmetry of \(H\) is not assumed either.

```lean
/-- Reconfiguration as projected imaginary time: for a unit, nowhere-zero wave function,
`d` minimizes the norm of `∑ d_k (O_k - ⟨O_k⟩) ψ + t (H - E) ψ` if and only if
`S d = -t F`. -/
theorem minimizes_iff (h0 : ∀ x, ψ x ≠ 0) (h1 : ψ ⬝ᵥ ψ = 1) (t : ℝ) (d : κ → ℝ) :
    (∀ d', mismatch H ψ O t d ≤ mismatch H ψ O t d') ↔
      overlap ψ O *ᵥ d = -(t • force H ψ O) := by
  have key : ∀ d', mismatch H ψ O t d ≤ mismatch H ψ O t d' ↔
      ∑ x, residual H ψ O t d x ^ 2 ≤ ∑ x, residual H ψ O t d' x ^ 2 := fun d' =>
    Real.sqrt_le_sqrt_iff (Finset.sum_nonneg fun x _ => sq_nonneg _)
  constructor
  · intro hmin
    -- move along g = S d + t F; a never-negative quadratic with zero constant term
    -- has no linear term
    let g := overlap ψ O *ᵥ d + t • force H ψ O
    have hs : ∀ s : ℝ, 0 ≤ (∑ x, (∑ k, g k * centered ψ (O k) x) ^ 2) * (s * s)
        + (2 * (g ⬝ᵥ g)) * s + 0 := fun s => by
      have h := (key (d + s • g)).1 (hmin _)
      rw [residual_sq_line H O h0 h1] at h
      change _ ≤ _ + 2 * s * (g ⬝ᵥ g) + _ at h
      linarith
    have hd := discrim_le_zero hs
    rw [discrim] at hd
    have hg : g ⬝ᵥ g = 0 :=
      pow_eq_zero_iff two_ne_zero |>.1 (le_antisymm (by linarith) (sq_nonneg _))
    exact eq_neg_of_add_eq_zero_left (dotProduct_self_eq_zero.1 hg)
  · intro h d'
    have e := residual_sq_line H O h0 h1 t 1 d (d' - d)
    rw [h, neg_add_cancel, dotProduct_zero, one_smul, add_sub_cancel] at e
    have hq : 0 ≤ ∑ x, (∑ k, (d' - d) k * centered ψ (O k) x) ^ 2 :=
      Finset.sum_nonneg fun x _ => sq_nonneg _
    exact (key d').2 (by linarith)
```

## (g) The slope of the energy

**Task.** Let \(H\) be symmetric and \(\psi\) normalised without zeros. Let \(\varphi_s\) be a path of wave functions with \(\varphi_0=\psi\) and velocity \(v(x)=\sum_k d_kO_k(x)\psi(x)\) at \(s=0\). Show that
\[
\frac{d}{ds}E[\varphi_s]\Big|_{s=0}=2F\cdot d .
\]

**Solution.** The numerator \(\varphi_s\cdot H\varphi_s\) has derivative \(v\cdot H\psi+\psi\cdot Hv=2v\cdot H\psi\) at \(s=0\), by symmetry (`hN`, `hsym`). The denominator \(\varphi_s\cdot\varphi_s\) has derivative \(2v\cdot\psi\) (`hD`). At \(s=0\) their values are \(E\) and 1, so the quotient rule gives the slope \(2(v\cdot H\psi-E\,v\cdot\psi)\). By (a),
\[
F_k=\langle E_LO_k\rangle-E\langle O_k\rangle=\sum_xO_k(x)\psi(x)\big((H\psi)(x)-E\psi(x)\big),
\]
which is `hF`. Multiplying by \(d_k\) and summing gives \(F\cdot d=v\cdot H\psi-E\,v\cdot\psi\) (`hFd`).

The path need not stay normalised, since the energy is a quotient. Moving the parameters along \(d\) at unit rate gives such a path when the \(O_k\) are the logarithmic derivatives.

```lean
/-- For symmetric `H`, along a path through a unit, nowhere-zero `ψ` with velocity
`(∑ d_k O_k) ψ`, the energy has slope `2 F · d`. -/
theorem hasDerivAt_energy (hH : H.IsSymm) (h0 : ∀ x, ψ x ≠ 0) (h1 : ψ ⬝ᵥ ψ = 1)
    (d : κ → ℝ) (φ : ℝ → n → ℝ) (hφ0 : φ 0 = ψ)
    (hφ : ∀ x, HasDerivAt (fun s => φ s x) ((∑ k, d k * O k x) * ψ x) 0) :
    HasDerivAt (fun s => energy H (φ s)) (2 * (force H ψ O ⬝ᵥ d)) 0 := by
  obtain ⟨v, hv⟩ : ∃ v : n → ℝ, ∀ x, v x = (∑ k, d k * O k x) * ψ x := ⟨_, fun _ => rfl⟩
  simp only [← hv] at hφ
  have hHφ : ∀ x, HasDerivAt (fun s => (H *ᵥ φ s) x) ((H *ᵥ v) x) 0 := fun x => by
    simp only [Matrix.mulVec, dotProduct]
    exact HasDerivAt.fun_sum fun y _ => (hφ y).const_mul (H x y)
  have hN : HasDerivAt (fun s => φ s ⬝ᵥ H *ᵥ φ s) (v ⬝ᵥ H *ᵥ ψ + ψ ⬝ᵥ H *ᵥ v) 0 := by
    have h : HasDerivAt (fun s => ∑ x, φ s x * (H *ᵥ φ s) x)
        (∑ x, (v x * (H *ᵥ φ 0) x + φ 0 x * (H *ᵥ v) x)) 0 :=
      HasDerivAt.fun_sum fun x _ => (hφ x).fun_mul (hHφ x)
    rw [Finset.sum_add_distrib, hφ0] at h
    exact h
  have hD : HasDerivAt (fun s => φ s ⬝ᵥ φ s) (v ⬝ᵥ ψ + ψ ⬝ᵥ v) 0 := by
    have h : HasDerivAt (fun s => ∑ x, φ s x * φ s x)
        (∑ x, (v x * φ 0 x + φ 0 x * v x)) 0 :=
      HasDerivAt.fun_sum fun x _ => (hφ x).fun_mul (hφ x)
    rw [Finset.sum_add_distrib, hφ0] at h
    exact h
  -- symmetry of H merges the two terms of the numerator
  have hsym : ψ ⬝ᵥ H *ᵥ v = v ⬝ᵥ H *ᵥ ψ := by
    rw [Matrix.dotProduct_mulVec, ← Matrix.mulVec_transpose, hH.eq, dotProduct_comm]
  have hF : ∀ k, force H ψ O k =
      ∑ x, O k x * ψ x * ((H *ᵥ ψ) x - energy H ψ * ψ x) := fun k => by
    rw [force, cov, mean_localEnergy H h0 h1]
    simp only [mean, Finset.mul_sum]
    rw [← Finset.sum_sub_distrib]
    refine Finset.sum_congr rfl fun x _ => ?_
    have hx : localEnergy H ψ x * ψ x = (H *ᵥ ψ) x := div_mul_cancel₀ _ (h0 x)
    linear_combination (O k x * ψ x) * hx
  have hFd : force H ψ O ⬝ᵥ d = v ⬝ᵥ H *ᵥ ψ - energy H ψ * (v ⬝ᵥ ψ) := by
    simp only [dotProduct, hF, hv, Finset.sum_mul, Finset.mul_sum]
    rw [Finset.sum_comm, ← Finset.sum_sub_distrib]
    refine Finset.sum_congr rfl fun x _ => ?_
    rw [← Finset.sum_sub_distrib]
    exact Finset.sum_congr rfl fun k _ => by ring
  have hq := hN.fun_div hD (by rw [hφ0, h1]; exact one_ne_zero)
  refine hq.congr_deriv ?_
  rw [hFd]
  simp only [hφ0, h1, hsym, energy, dotProduct_comm ψ v]
  ring
```

## (h) The sign of the slope

**Task.** Let \(\psi\) be normalised, \(t>0\), \(F\ne0\) and \(Sd=-tF\). Show that
\[
F\cdot d<0 .
\]

**Solution.** By (c), \(d\cdot Sd=\|\sum_k d_kc_k\|^2\ge0\) (`hQ`, `hn`). If this were zero, \(\sum_k d_kc_k\) would vanish at every configuration. Then \(Sd=0\) by (c), hence \(tF=0\) and \(F=0\), a contradiction. So
\[
0<d\cdot Sd=-t\,F\cdot d,
\]
and dividing by \(-t\) gives the claim. Zeros of \(\psi\) do no harm here: configurations with \(\psi(x)=0\) have no weight in \(F\), whatever value \(E_L\) is given there.

With (g), the energy of a symmetric \(H\) initially falls along \(d\) when \(\psi\) has no zeros. This concerns the slope only: a step of finite length can still raise the energy.

```lean
/-- For a unit wave function, `t > 0` and `F ≠ 0`, every solution of `S d = -t F`
satisfies `F · d < 0`. -/
theorem force_dot_step_neg (h1 : ψ ⬝ᵥ ψ = 1) {t : ℝ} (ht : 0 < t) (d : κ → ℝ)
    (hF : force H ψ O ≠ 0) (hd : overlap ψ O *ᵥ d = -(t • force H ψ O)) :
    force H ψ O ⬝ᵥ d < 0 := by
  have hQ : d ⬝ᵥ overlap ψ O *ᵥ d = ∑ x, (∑ k, d k * centered ψ (O k) x) ^ 2 := by
    rw [dotProduct]
    simp only [overlap_mulVec O h1]
    simp_rw [Finset.mul_sum (s := (Finset.univ : Finset n))]
    rw [Finset.sum_comm]
    refine Finset.sum_congr rfl fun x _ => ?_
    rw [pow_two, Finset.sum_mul]
    exact Finset.sum_congr rfl fun k _ => by ring
  have hn : 0 ≤ ∑ x, (∑ k, d k * centered ψ (O k) x) ^ 2 :=
    Finset.sum_nonneg fun x _ => sq_nonneg _
  have hpos : 0 < ∑ x, (∑ k, d k * centered ψ (O k) x) ^ 2 := by
    refine lt_of_le_of_ne hn fun hz => hF ?_
    -- if ∑ d_k (O_k - ⟨O_k⟩) ψ vanishes, then S d = 0, hence F = 0
    have hx := (Finset.sum_eq_zero_iff_of_nonneg fun x _ => sq_nonneg _).1 hz.symm
    have hx' : ∀ x, ∑ k, d k * centered ψ (O k) x = 0 := fun x =>
      pow_eq_zero_iff two_ne_zero |>.1 (hx x (Finset.mem_univ x))
    funext i
    have hi := congrFun hd i
    rw [overlap_mulVec O h1] at hi
    simp only [hx', mul_zero, Finset.sum_const_zero, Pi.neg_apply, Pi.smul_apply,
      smul_eq_mul] at hi
    have hm : t * force H ψ O i = 0 := by linarith
    exact (mul_eq_zero.1 hm).resolve_left ht.ne'
  rw [← hQ, hd, dotProduct_neg, dotProduct_smul, smul_eq_mul, dotProduct_comm] at hpos
  by_contra hc
  have := mul_nonneg ht.le (not_lt.1 hc)
  linarith

end

end StochasticReconfiguration
```

```lean
#print axioms StochasticReconfiguration.minimizes_iff
#print axioms StochasticReconfiguration.hasDerivAt_energy
#print axioms StochasticReconfiguration.force_dot_step_neg
```

```
'StochasticReconfiguration.minimizes_iff' depends on axioms: [propext, Classical.choice, Quot.sound]
'StochasticReconfiguration.hasDerivAt_energy' depends on axioms: [propext, Classical.choice, Quot.sound]
'StochasticReconfiguration.force_dot_step_neg' depends on axioms: [propext, Classical.choice, Quot.sound]
```

## Two configurations and one parameter

Take
\[
H=\begin{pmatrix}0&-1\\-1&0\end{pmatrix},\qquad \psi=\Big(\tfrac35,\tfrac45\Big),\qquad O=(1,0).
\]
Then \(H\psi=(-\tfrac45,-\tfrac35)\), \(E=-\tfrac{24}{25}\), \(E_L=(-\tfrac43,-\tfrac34)\) and \(\langle O\rangle=\tfrac9{25}\). The covariances are
\[
S=\tfrac9{25}-\tfrac{81}{625}=\tfrac{144}{625},\qquad
F=-\tfrac{12}{25}+\tfrac{24}{25}\cdot\tfrac9{25}=-\tfrac{84}{625},
\]
so \(d=-tF/S=\tfrac7{12}t\). The two parts of the residual are
\[
d\,c_O=\tfrac{7t}{12}\Big(\tfrac{48}{125},-\tfrac{36}{125}\Big)=t\Big(\tfrac{28}{125},-\tfrac{21}{125}\Big),\qquad
t(H-E)\psi=t\Big(-\tfrac{28}{125},\tfrac{21}{125}\Big).
\]
They cancel. Both are orthogonal to \(\psi\), and in two dimensions such vectors form a single line, so one parameter suffices for a perfect fit. The energy slope along \(d\) is \(2Fd=-\tfrac{98}{625}t\), negative for \(t>0\).
